# Averages over a finite unitary group action weighted by a sign character are Hermitian projectors

Take two particles and let \(S\) be the unitary matrix that exchanges them, so \(S^2=1\) and \(S^\dagger=S\). Put \(P_\pm=\tfrac12(1\pm S)\). Then

\[
SP_\pm=\pm P_\pm,\qquad P_\pm^2=\tfrac14(1\pm2S+S^2)=P_\pm,\qquad P_+P_-=\tfrac14(1-S^2)=0 .
\]

The exchange is absorbed by the projector and leaves only a sign. The same mechanism works for any finite group \(G\) represented by unitary matrices \(U_g\), with a homomorphism \(\chi:G\to\{\pm1\}\) and

\[
P_\chi=\frac1{|G|}\sum_{g\in G}\chi(g)\,U_g .
\]

In Lean, `U` is a homomorphism into `unitaryGroup n ℂ`, where the finite type `n` labels the basis. The signs `χ` take values in the integer units `ℤˣ`; `phase` turns them into complex numbers, and `symProj U χ` is \(P_\chi\).

```lean
import Mathlib

open Matrix

namespace SymmetrisationProjectors

noncomputable section

variable {G n : Type*} [Group G] [Fintype G] [Fintype n] [DecidableEq n]

/-- The sign `χ(g) = ±1` of a group element, as a complex number. -/
def phase {G : Type*} [Group G] (χ : G →* ℤˣ) (g : G) : ℂ := ((χ g : ℤ) : ℂ)

/-- The signed group average `|G|⁻¹ ∑ χ(g) U_g`. -/
def symProj (U : G →* unitaryGroup n ℂ) (χ : G →* ℤˣ) : Matrix n n ℂ :=
  (Fintype.card G : ℂ)⁻¹ • ∑ g, phase χ g • (U g : Matrix n n ℂ)
```

## (a) The square of a sign

Show that \(\chi(g)^2=1\).

The value is \(1\) or \(-1\), and both square to one. The proof splits into these two cases.

```lean
/-- Each sign squares to one. -/
theorem phase_sq {G : Type*} [Group G] (χ : G →* ℤˣ) (g : G) :
    phase χ g * phase χ g = 1 := by
  unfold phase
  rcases Int.units_eq_one_or (χ g) with h | h <;> simp [h]
```

## (b) Absorbing a symmetry operation

Show that \(U_hP_\chi=\chi(h)P_\chi=P_\chi U_h\).

Set \(k=hg\). By (a), \(\chi(g)=\chi(h)\chi(k)\), hence

\[
U_hP_\chi=\frac1{|G|}\sum_g\chi(g)U_{hg}
=\chi(h)\frac1{|G|}\sum_k\chi(k)U_k=\chi(h)P_\chi .
\]

For the other side set \(k=gh\). `Fintype.sum_equiv` performs the relabelling, with `Equiv.mulLeft h` and `Equiv.mulRight h` as the two substitutions.

```lean
/-- A symmetry operation multiplied onto the signed average, from either side,
only produces its sign. -/
theorem symProj_absorb (U : G →* unitaryGroup n ℂ) (χ : G →* ℤˣ) (h : G) :
    (U h : Matrix n n ℂ) * symProj U χ = phase χ h • symProj U χ ∧
    symProj U χ * (U h : Matrix n n ℂ) = phase χ h • symProj U χ := by
  have hU : ∀ a b : G, (U (a * b) : Matrix n n ℂ) = (U a : Matrix n n ℂ) * U b := by
    intro a b
    rw [map_mul]
    rfl
  have hχ : ∀ a b : G, phase χ (a * b) = phase χ a * phase χ b := by
    intro a b
    simp [phase]
  constructor
  · -- relabel the sum by g ↦ h g
    rw [symProj, mul_smul_comm, smul_comm (phase χ h), Finset.mul_sum]
    congr 1
    rw [Finset.smul_sum]
    refine Fintype.sum_equiv (Equiv.mulLeft h) _ _ fun g => ?_
    change (U h : Matrix n n ℂ) * (phase χ g • (U g : Matrix n n ℂ)) =
      phase χ h • (phase χ (h * g) • (U (h * g) : Matrix n n ℂ))
    rw [hU, hχ, mul_smul_comm, smul_smul, ← mul_assoc, phase_sq, one_mul]
  · -- relabel the sum by g ↦ g h
    rw [symProj, smul_mul_assoc, smul_comm (phase χ h), Finset.sum_mul]
    congr 1
    rw [Finset.smul_sum]
    refine Fintype.sum_equiv (Equiv.mulRight h) _ _ fun g => ?_
    change (phase χ g • (U g : Matrix n n ℂ)) * (U h : Matrix n n ℂ) =
      phase χ h • (phase χ (g * h) • (U (g * h) : Matrix n n ℂ))
    rw [hU, hχ, smul_mul_assoc, smul_smul, mul_comm (phase χ g), ← mul_assoc, phase_sq,
      one_mul]
```

## (c) Projection, symmetry and orthogonality

Show that \(P_\chi\) is a Hermitian idempotent, that it commutes with every matrix \(A\) commuting with all \(U_g\), and that \(P_\chi P_{\chi'}=0\) for \(\chi\ne\chi'\).

Since \(U_g^\dagger=U_{g^{-1}}\) and \(\chi(g)=\chi(g^{-1})\), replacing \(g\) by \(g^{-1}\) gives \(P_\chi^\dagger=P_\chi\). By (b) and (a),

\[
P_\chi^2=\frac1{|G|}\sum_g\chi(g)U_gP_\chi
=\frac1{|G|}\sum_g\chi(g)^2P_\chi=P_\chi .
\]

The matrix \(A\) passes through the sum term by term. For orthogonality, choose \(h\) with \(\chi(h)\ne\chi'(h)\). Then

\[
\chi(h)P_\chi P_{\chi'}=P_\chi U_hP_{\chi'}=\chi'(h)P_\chi P_{\chi'},
\]

so the product vanishes. The four bullets of the Lean proof follow these four arguments; `key` is the last equation with both terms on one side.

```lean
/-- The signed group average is a Hermitian idempotent, commutes with every matrix that
commutes with the group, and is orthogonal to the average for any different sign character. -/
theorem symProj_isProjector (U : G →* unitaryGroup n ℂ) (χ : G →* ℤˣ) :
    (symProj U χ).IsHermitian ∧
    symProj U χ * symProj U χ = symProj U χ ∧
    (∀ A : Matrix n n ℂ, (∀ g, A * (U g : Matrix n n ℂ) = (U g : Matrix n n ℂ) * A) →
      A * symProj U χ = symProj U χ * A) ∧
    (∀ χ' : G →* ℤˣ, χ ≠ χ' → symProj U χ * symProj U χ' = 0) := by
  refine ⟨?_, ?_, ?_, ?_⟩
  · -- the adjoint of U_g is U_{g⁻¹}, which carries the same sign
    unfold Matrix.IsHermitian
    rw [symProj, conjTranspose_smul, conjTranspose_sum]
    congr 1
    · simp
    · refine Fintype.sum_equiv (Equiv.inv G) _ _ fun g => ?_
      change (phase χ g • (U g : Matrix n n ℂ))ᴴ = phase χ g⁻¹ • (U g⁻¹ : Matrix n n ℂ)
      have hU : (U g⁻¹ : Matrix n n ℂ) = (U g : Matrix n n ℂ)ᴴ := by
        rw [map_inv]
        rfl
      have hχ : phase χ g⁻¹ = phase χ g := by
        unfold phase
        rw [map_inv, Int.units_inv_eq_self]
      have hs : star (phase χ g) = phase χ g := by simp [phase]
      rw [hU, hχ, conjTranspose_smul, hs]
  · -- every term of the outer average reproduces the projector
    have hG : (Fintype.card G : ℂ) ≠ 0 := Nat.cast_ne_zero.mpr Fintype.card_ne_zero
    have expand : ∀ M : Matrix n n ℂ, symProj U χ * M =
        (Fintype.card G : ℂ)⁻¹ • ∑ g, phase χ g • ((U g : Matrix n n ℂ) * M) := by
      intro M
      rw [symProj, smul_mul_assoc, Finset.sum_mul]
      simp only [smul_mul_assoc]
    have hl := fun g => (symProj_absorb U χ g).1
    rw [expand]
    simp only [hl, smul_smul, phase_sq, one_smul, Finset.sum_const, Finset.card_univ]
    rw [← Nat.cast_smul_eq_nsmul ℂ, smul_smul, inv_mul_cancel₀ hG, one_smul]
  · intro A hA
    rw [symProj, mul_smul_comm, smul_mul_assoc, Finset.mul_sum, Finset.sum_mul]
    simp only [mul_smul_comm, smul_mul_assoc, hA]
  · -- move an operation with two different signs from one projector to the other
    intro χ' hne
    obtain ⟨h, hh⟩ := DFunLike.ne_iff.mp hne
    have ha : phase χ h - phase χ' h ≠ 0 := by
      intro e
      exact hh (Units.ext (Int.cast_injective (α := ℂ) (sub_eq_zero.mp e)))
    have key : (phase χ h - phase χ' h) • (symProj U χ * symProj U χ') = 0 := by
      rw [sub_smul, ← smul_mul_assoc, ← (symProj_absorb U χ h).2, ← mul_smul_comm,
        ← (symProj_absorb U χ' h).1, mul_assoc, sub_self]
    rw [← inv_smul_smul₀ ha (symProj U χ * symProj U χ'), key, smul_zero]
```

Unitarity matters for Hermiticity. The matrix \(T=\begin{pmatrix}1&1\\0&-1\end{pmatrix}\) satisfies \(T^2=1\) but is not unitary, and \(\tfrac12(1+T)=\begin{pmatrix}1&\tfrac12\\0&0\end{pmatrix}\) is idempotent without being Hermitian.

The same argument also covers homomorphisms \(\chi\) into the unit circle, if the average uses \(\chi(g)^*\); the Lean code here treats only the signs \(\pm1\). For cyclic lattice translations this gives the projectors onto crystal momentum.

## (d) The states that are kept

Show that \(P_\chi v=v\) exactly when \(U_gv=\chi(g)v\) for all \(g\).

If \(P_\chi v=v\), then \(U_gv=U_gP_\chi v=\chi(g)P_\chi v=\chi(g)v\). Conversely, every term of the average equals \(\chi(g)^2v=v\). In Lean, `*ᵥ` applies a matrix to a vector.

```lean
/-- The projector leaves a state unchanged exactly when every symmetry operation multiplies
that state by its sign. -/
theorem symProj_fixes_iff (U : G →* unitaryGroup n ℂ) (χ : G →* ℤˣ) (v : n → ℂ) :
    symProj U χ *ᵥ v = v ↔ ∀ g, (U g : Matrix n n ℂ) *ᵥ v = phase χ g • v := by
  constructor
  · intro h g
    calc (U g : Matrix n n ℂ) *ᵥ v = (U g : Matrix n n ℂ) *ᵥ (symProj U χ *ᵥ v) := by rw [h]
      _ = phase χ g • v := by
        rw [Matrix.mulVec_mulVec, (symProj_absorb U χ g).1, Matrix.smul_mulVec, h]
  · intro h
    have hG : (Fintype.card G : ℂ) ≠ 0 := Nat.cast_ne_zero.mpr Fintype.card_ne_zero
    have hs : (∑ g, phase χ g • (U g : Matrix n n ℂ)) *ᵥ v =
        ∑ g, (phase χ g • (U g : Matrix n n ℂ)) *ᵥ v :=
      map_sum (Matrix.mulVec.addMonoidHomLeft v) _ _
    rw [symProj, Matrix.smul_mulVec, hs]
    simp only [Matrix.smul_mulVec, h, smul_smul, phase_sq, one_smul, Finset.sum_const,
      Finset.card_univ]
    rw [← Nat.cast_smul_eq_nsmul ℂ, smul_smul, inv_mul_cancel₀ hG, one_smul]
```

## (e) One projection suffices along a path

Let \(B\) commute with all \(U_g\). Show that

\[
\operatorname{tr}\bigl[(P_\chi BP_\chi)^{N+1}\bigr]
=\frac1{|G|}\sum_g\chi(g)\operatorname{tr}(U_gB^{N+1}).
\]

By (c), \(P_\chi BP_\chi=P_\chi^2B=P_\chi B\). If \((P_\chi B)^m=P_\chi B^m\), then

\[
(P_\chi B)^{m+1}=P_\chi B^mP_\chi B=P_\chi^2B^{m+1}=P_\chi B^{m+1}.
\]

Expanding the remaining projector gives the sum. Steps `h1` and `h2` are the merger and the induction.

With \(G\) the group of particle permutations and \(B\) a short-time propagator in a finite basis that commutes with all of them, this is the starting point of exchange path integrals for identical particles. The theorem needs only the commutation `hB`; it says nothing about the time-step error in \(B\).

```lean
/-- For a matrix `B` that commutes with every `U g`, the trace of the `(N + 1)`-th power of `B`
projected on both sides is the signed average of the traces of `U g * B ^ (N + 1)`. -/
theorem trace_projected_path (U : G →* unitaryGroup n ℂ) (χ : G →* ℤˣ) (B : Matrix n n ℂ)
    (hB : ∀ g, B * (U g : Matrix n n ℂ) = (U g : Matrix n n ℂ) * B) (N : ℕ) :
    trace ((symProj U χ * B * symProj U χ) ^ (N + 1)) =
      (Fintype.card G : ℂ)⁻¹ *
        ∑ g, phase χ g * trace ((U g : Matrix n n ℂ) * B ^ (N + 1)) := by
  obtain ⟨-, hPP, hcomm, -⟩ := symProj_isProjector U χ
  have hBP : Commute B (symProj U χ) := hcomm B hB
  have h1 : symProj U χ * B * symProj U χ = symProj U χ * B := by
    rw [mul_assoc, hBP.eq, ← mul_assoc, hPP]
  -- all projections merge into a single one
  have h2 : ∀ k : ℕ, (symProj U χ * B) ^ (k + 1) = symProj U χ * B ^ (k + 1) := by
    intro k
    induction k with
    | zero => simp
    | succ k ih =>
      have hk : B ^ (k + 1) * symProj U χ = symProj U χ * B ^ (k + 1) :=
        (hBP.pow_left (k + 1)).eq
      calc (symProj U χ * B) ^ (k + 1 + 1)
          = symProj U χ * B ^ (k + 1) * (symProj U χ * B) := by rw [pow_succ, ih]
        _ = symProj U χ * (B ^ (k + 1) * symProj U χ) * B := by simp only [mul_assoc]
        _ = symProj U χ * symProj U χ * (B ^ (k + 1) * B) := by
          rw [hk]
          simp only [mul_assoc]
        _ = symProj U χ * B ^ (k + 1 + 1) := by rw [hPP, ← pow_succ]
  rw [h1, h2, symProj, smul_mul_assoc, Finset.sum_mul, trace_smul, trace_sum]
  simp only [smul_mul_assoc, trace_smul, smul_eq_mul]
```

## (f) States that are removed

Suppose \(U_hv=v\) and \(\chi(h)=-1\). Show that \(P_\chi v=0\).

By (b), \(P_\chi v=P_\chi U_hv=-P_\chi v\), so \(2P_\chi v=0\). This is `key`, solved component by component.

```lean
/-- If `χ h = -1` and the vector `v` satisfies `U h *ᵥ v = v`, then the signed average sends `v` to
zero. -/
theorem symProj_annihilates (U : G →* unitaryGroup n ℂ) (χ : G →* ℤˣ) (h : G)
    (hχ : χ h = -1) (v : n → ℂ) (hv : (U h : Matrix n n ℂ) *ᵥ v = v) :
    symProj U χ *ᵥ v = 0 := by
  have hp : phase χ h = -1 := by simp [phase, hχ]
  have key : symProj U χ *ᵥ v = (-1 : ℂ) • (symProj U χ *ᵥ v) := by
    conv_lhs => rw [← hv]
    rw [Matrix.mulVec_mulVec, (symProj_absorb U χ h).2, hp, Matrix.smul_mulVec]
  funext k
  have hk := congrFun key k
  simp only [Pi.smul_apply, smul_eq_mul] at hk
  simp only [Pi.zero_apply]
  linear_combination (1 / 2 : ℂ) * hk
```

## (g) Composing particle exchanges

A configuration \(y:\iota\to d\) assigns to each particle label one of a finite set \(d\) of orthonormal one-particle basis states (for electrons these include the spin). Let \(U_\sigma|y\rangle=|y\circ\sigma^{-1}\rangle\), and show that \(U_{\sigma\tau}=U_\sigma U_\tau\).

```lean
variable {ι : Type*} [Fintype ι] [DecidableEq ι] (d : Type*) [Fintype d] [DecidableEq d]

/-- The matrix that permutes the particle labels of a configuration `ι → d`, where `d` is
the set of one-particle states. -/
def exchangeMatrix (σ : Equiv.Perm ι) : Matrix (ι → d) (ι → d) ℂ :=
  Matrix.of fun x y => if x = y ∘ ⇑σ⁻¹ then 1 else 0
```

Both sides send \(|y\rangle\) to \(|y\circ\tau^{-1}\circ\sigma^{-1}\rangle\). Lean compares matrix entries.

```lean
/-- Successive particle exchanges compose as permutations do. -/
theorem exchangeMatrix_mul (σ τ : Equiv.Perm ι) :
    exchangeMatrix d (σ * τ) = exchangeMatrix d σ * exchangeMatrix d τ := by
  ext x y
  have h : y ∘ ⇑(σ * τ)⁻¹ = (y ∘ ⇑τ⁻¹) ∘ ⇑σ⁻¹ := by
    rw [_root_.mul_inv_rev]
    rfl
  simp only [exchangeMatrix, Matrix.of_apply, Matrix.mul_apply, mul_ite, mul_one, mul_zero,
    Finset.sum_ite_eq', Finset.mem_univ, if_true, h]
```

## (h) The adjoint of an exchange

Show that \(U_\sigma^\dagger=U_{\sigma^{-1}}\).

The \((x,y)\) entry of the adjoint is \(1\) when \(y=x\circ\sigma^{-1}\), that is, when \(x=y\circ\sigma\), and \(0\) otherwise.

```lean
omit [DecidableEq ι] [Fintype d] in
/-- The adjoint of a particle exchange is the inverse exchange. -/
theorem exchangeMatrix_star (σ : Equiv.Perm ι) :
    star (exchangeMatrix d σ) = exchangeMatrix d σ⁻¹ := by
  ext x y
  have h : y = x ∘ ⇑σ⁻¹ ↔ x = y ∘ ⇑(σ⁻¹)⁻¹ := by
    constructor <;> rintro rfl <;> funext i <;> simp
  simp only [Matrix.star_eq_conjTranspose, Matrix.conjTranspose_apply, exchangeMatrix,
    Matrix.of_apply, h]
  split_ifs <;> simp
```

With (g), this gives \(U_\sigma U_\sigma^\dagger=1\), so `exchange` is a unitary representation.

```lean
/-- The unitary representation of the permutation group by particle exchange. -/
def exchange : Equiv.Perm ι →* unitaryGroup (ι → d) ℂ :=
  have h1 : exchangeMatrix d (1 : Equiv.Perm ι) = 1 := by
    ext x y
    simp [exchangeMatrix, Matrix.one_apply]
  { toFun := fun σ => ⟨exchangeMatrix d σ, by
      rw [Matrix.mem_unitaryGroup_iff, exchangeMatrix_star, ← exchangeMatrix_mul,
        mul_inv_cancel, h1]⟩
    map_one' := Subtype.ext h1
    map_mul' := fun σ τ => Subtype.ext (exchangeMatrix_mul d σ τ) }
```

## (i) Pauli exclusion for configurations

Let \(x_i=x_j\) with \(i\ne j\), and let \(\chi\) be the permutation sign. Show that \(P_\chi|x\rangle=0\).

Swapping \(i\) and \(j\) leaves \(|x\rangle\) unchanged and has sign \(-1\), so (f) applies. The basis vector \(|x\rangle\) is `Pi.single x 1`, and `hx` checks that the swap leaves the configuration `x` unchanged; the lines after it deduce the same for the basis vector. Antisymmetry enters through the choice of \(\chi\); it is not derived from spin.

```lean
/-- Pauli exclusion: the antisymmetriser annihilates every configuration in which two
different particles occupy the same one-particle state. -/
theorem pauli_exclusion (x : ι → d) (i j : ι) (hne : i ≠ j) (hij : x i = x j) :
    symProj (exchange d) Equiv.Perm.sign *ᵥ (Pi.single x 1 : (ι → d) → ℂ) = 0 := by
  refine symProj_annihilates _ _ (Equiv.swap i j) (Equiv.Perm.sign_swap hne) _ ?_
  -- swapping the two particles does not change the configuration
  have hx : x ∘ ⇑(Equiv.swap i j)⁻¹ = x := by
    funext k
    rw [Equiv.swap_inv]
    change x (Equiv.swap i j k) = x k
    rw [Equiv.swap_apply_def]
    split_ifs with h1 h2
    · rw [h1, hij]
    · rw [h2, hij]
    · rfl
  change exchangeMatrix d (Equiv.swap i j) *ᵥ (Pi.single x 1 : (ι → d) → ℂ) = Pi.single x 1
  funext y
  simp only [Matrix.mulVec, dotProduct, exchangeMatrix, Matrix.of_apply, Pi.single_apply,
    mul_ite, mul_one, mul_zero, Finset.sum_ite_eq', Finset.mem_univ, if_true, hx]

end

end SymmetrisationProjectors
```

```lean
#print axioms SymmetrisationProjectors.symProj_isProjector
#print axioms SymmetrisationProjectors.symProj_fixes_iff
#print axioms SymmetrisationProjectors.trace_projected_path
#print axioms SymmetrisationProjectors.pauli_exclusion
```

```
'SymmetrisationProjectors.symProj_isProjector' depends on axioms: [propext, Classical.choice, Quot.sound]
'SymmetrisationProjectors.symProj_fixes_iff' depends on axioms: [propext, Classical.choice, Quot.sound]
'SymmetrisationProjectors.trace_projected_path' depends on axioms: [propext, Classical.choice, Quot.sound]
'SymmetrisationProjectors.pauli_exclusion' depends on axioms: [propext, Classical.choice, Quot.sound]
```
